# The dimensionless wire function ∫₀^∞ e^(−t)/(t+x) dt is within 1 of ln(1+1/x) for every x > 0

The dimensionless wire function is defined here as F(x) = ∫₀^∞ e^(−t)/(t+x) dt. The theorem `abs_wireFn_sub_log_le_one` states that |F(x) − ln(1+1/x)| ≤ 1 for every real x > 0; no physical model of a wire enters the statement beyond this integral. The proof cuts the integral at t = 1. On the first piece the bounds 1 − t ≤ e^(−t) ≤ 1 place the integral between ln(1+1/x) − 1 and ln(1+1/x), and the tail is shown to lie between 0 and e^(−1), which is at most 1.

Lean 4 with Mathlib refuses this proof:

```lean
import Mathlib

open MeasureTheory Set Filter Topology

namespace AbsWireFnSubLogLeOne

noncomputable section

/-- The dimensionless wire function `F(x) = ∫₀^∞ exp(-t)/(t+x) dt`, for `x > 0`. -/
def wireFn (x : ℝ) : ℝ := ∫ t in Ioi (0 : ℝ), Real.exp (-t) / (t + x)

/-- For `x > 0`, `ln(1+1/x) = ln(x+1) - ln x`. -/
theorem log_one_add_one_div {x : ℝ} (hx : 0 < x) :
    Real.log (1 + 1 / x) = Real.log (x + 1) - Real.log x := by
  have hx1 : 0 < x + 1 := by linarith
  rw [← Real.log_div hx1.ne' hx.ne', add_div, div_self hx.ne']

/-- The function `exp(-rt)/(t+c)` is integrable over `t > a` whenever `r > 0` and
`a + c > 0`. -/
theorem integrableOn_exp_div {r a c : ℝ} (hr : 0 < r) (h : 0 < a + c) :
    IntegrableOn (fun t : ℝ => Real.exp (-r * t) / (t + c)) (Ioi a) := by
  refine Integrable.mono' (Integrable.div_const (exp_neg_integrableOn_Ioi a hr) (a + c))
    (by fun_prop : Measurable fun t : ℝ =>
      Real.exp (-r * t) / (t + c)).aestronglyMeasurable ?_
  filter_upwards [ae_restrict_mem measurableSet_Ioi] with t ht
  have ht' : a < t := ht
  have hd : 0 < t + c := by linarith
  rw [Real.norm_of_nonneg (div_pos (Real.exp_pos _) hd).le]
  exact div_le_div_of_nonneg_left (Real.exp_pos _).le h (by linarith)

/-- For every `x > 0`, `F(x)` differs from `ln(1+1/x)` by at most `1`. -/
theorem abs_wireFn_sub_log_le_one {x : ℝ} (hx : 0 < x) :
    |wireFn x - Real.log (1 + 1 / x)| ≤ 1 := by
  have hF : IntegrableOn (fun t : ℝ => Real.exp (-t) / (t + x)) (Ioi 0) := by
    simpa only [neg_mul, one_mul] using
      integrableOn_exp_div (r := 1) (a := 0) (c := x) one_pos (by linarith)
  have hB := hF.mono_set (Ioi_subset_Ioi (zero_le_one : (0 : ℝ) ≤ 1))
  have hA := (intervalIntegrable_iff_integrableOn_Ioc_of_le zero_le_one).2
    (hF.mono_set (Ioc_subset_Ioi_self (b := 1)))
  have hne : ∀ t ∈ uIcc (0 : ℝ) 1, t + x ≠ 0 := by
    intro t ht
    rw [uIcc_of_le zero_le_one] at ht
    have h : 0 < t + x := by linarith [ht.1]
    exact h.ne'
  have hc : IntervalIntegrable (fun t : ℝ => 1 / (t + x)) volume 0 1 :=
    (continuousOn_const.div (by fun_prop) hne).intervalIntegrable
  have hone : IntervalIntegrable (fun _ : ℝ => (1 : ℝ)) volume 0 1 :=
    continuous_const.intervalIntegrable 0 1
  have hval : ∫ t in (0 : ℝ)..1, 1 / (t + x) = Real.log (1 + 1 / x) := by
    rw [intervalIntegral.integral_eq_sub_of_hasDerivAt (f := fun t : ℝ => Real.log (t + x))
      (fun t ht => ((hasDerivAt_id' t).add_const x).log (hne t ht)) hc,
      log_one_add_one_div hx, add_comm x 1, zero_add]
  have hval' : ∫ t in (0 : ℝ)..1, (1 / (t + x) - 1) = Real.log (1 + 1 / x) - 1 := by
    rw [intervalIntegral.integral_sub hc hone, hval]
    simp
  -- on 0 < t < 1 use 1 - t ≤ exp(-t) ≤ 1
  have hup := intervalIntegral.integral_mono_on zero_le_one hA hc (fun t ht => by
    have hy : 0 < t + x := by linarith [ht.1]
    rw [div_le_iff₀ hy, one_div_mul_cancel hy.ne']
    exact Real.exp_le_one_iff.2 (by linarith [ht.1]))
  have hlow := intervalIntegral.integral_mono_on zero_le_one (hc.sub hone) hA (fun t ht => by
    have hy : 0 < t + x := by linarith [ht.1]
    change 1 / (t + x) - 1 ≤ Real.exp (-t) / (t + x)
    rw [le_div_iff₀ hy, sub_mul, one_div_mul_cancel hy.ne', one_mul]
    linarith [Real.add_one_le_exp (-t)])
  change ∫ t in (0 : ℝ)..1, (1 / (t + x) - 1) ≤ _ at hlow
  rw [hval] at hup
  rw [hval'] at hlow
  -- the tail t > 1 contributes between 0 and 1
  have hB0 : 0 ≤ ∫ t in Ioi (1 : ℝ), Real.exp (-t) / (t + x) :=
    setIntegral_nonneg measurableSet_Ioi (fun t ht =>
      (div_pos (Real.exp_pos _) (by linarith [mem_Ioi.1 ht])).le)
  have hexp : IntegrableOn (fun t : ℝ => Real.exp (-t)) (Ioi 1) := by
    simpa using exp_neg_integrableOn_Ioi 1 (one_pos : (0 : ℝ) < 1)
  have hB1 := setIntegral_mono_on hB hexp measurableSet_Ioi (fun t ht =>
    div_le_self (Real.exp_pos _).le (by linarith [mem_Ioi.1 ht]))
  rw [integral_exp_neg_Ioi] at hB1
  have he : Real.exp (-1) ≤ 1 := Real.exp_le_one_iff.2 (by norm_num)
  have hsplit : wireFn x = (∫ t in (0 : ℝ)..1, Real.exp (-t) / (t + x))
      + ∫ t in Ioi (1 : ℝ), Real.exp (-t) / (t + x) := by
    rw [wireFn, ← Ioc_union_Ioi_eq_Ioi (zero_le_one : (0 : ℝ) ≤ 1),
      setIntegral_union (Ioc_disjoint_Ioi le_rfl) measurableSet_Ioi
        (hF.mono_set Ioc_subset_Ioi_self) hB, intervalIntegral.integral_of_le zero_le_one]
  exact abs_le.2 ⟨by linarith, by linarith⟩

end

end AbsWireFnSubLogLeOne
```

Compiling this gives:

```
Main.lean:39:17: error: Application type mismatch: The argument
  Ioc_subset_Ioi_self
has type
  Ioc (1 : ℕ) ?m.136 ⊆ Ioi 1
but is expected to have type
  Ioc (0 : ℝ) 1 ⊆ Ioi 0
in the application
  IntegrableOn.mono_set hF Ioc_subset_Ioi_self
```

Cause. The error is in `hA`, the integrability of the integrand between 0 and 1. It is to follow from `hF`, integrability on `Ioi 0`, by restriction to the smaller set `Ioc 0 1`, so the proof needs `Ioc (0 : ℝ) 1 ⊆ Ioi 0`.

The attempt wrote `Ioc_subset_Ioi_self (b := 1)`, meaning to set the upper endpoint to 1. The message shows that in this lemma `b` is the lower endpoint: the result was `Ioc (1 : ℕ) ?m.136 ⊆ Ioi 1`, with the upper endpoint still open. Lean also read the numeral as a natural number, but a real 1 would not have helped, since the lower endpoint has to be 0.

The repair drops `(b := 1)`, and Lean then takes both endpoints and their type from the inclusion it expects. The diff also writes out the type of `hA`. This makes the function and the interval explicit, but the message already shows the right expected inclusion without it, so nothing there shows that the annotation was needed.

The change, after which it compiles:

```diff
@@ -36,6 +36,7 @@
       integrableOn_exp_div (r := 1) (a := 0) (c := x) one_pos (by linarith)
   have hB := hF.mono_set (Ioi_subset_Ioi (zero_le_one : (0 : ℝ) ≤ 1))
-  have hA := (intervalIntegrable_iff_integrableOn_Ioc_of_le zero_le_one).2
-    (hF.mono_set (Ioc_subset_Ioi_self (b := 1)))
+  have hA : IntervalIntegrable (fun t : ℝ => Real.exp (-t) / (t + x)) volume 0 1 :=
+    (intervalIntegrable_iff_integrableOn_Ioc_of_le zero_le_one).2
+      (hF.mono_set Ioc_subset_Ioi_self)
   have hne : ∀ t ∈ uIcc (0 : ℝ) 1, t + x ≠ 0 := by
     intro t ht
```
